# Geometric-mean bonds give a nonnegative random mixing energy

A code that sets up a multicomponent pair potential often reads one well depth $\varepsilon_i$ per species $i$ and fills in the unlike pairs $i \ne j$ by the geometric mean $\sqrt{\varepsilon_i\varepsilon_j}$ (the Berthelot rule). In a rigid-lattice, nearest-neighbour model with random occupation, in which every bond energy is minus the pair depth times one common positive factor, that step fixes the sign of the mixing energy before any simulation is run.

## The identity

Let $x_i \ge 0$ be species fractions with $\sum_i x_i = 1$, $z > 0$ the coordination number and $V_{ij}$ the energy of an $i$–$j$ bond. With $z/2$ bonds per site and the two ends occupied independently, the energies per site of the random alloy and of the unmixed pure phases are

$$E_{\rm rand} = \frac z2\sum_{i,j} x_i x_j V_{ij}, \qquad E_{\rm pure} = \sum_i x_i\,\frac z2 V_{ii},$$

and the mixing energy is $\Delta E = E_{\rm rand} - E_{\rm pure}$. Take $V_{ij} = -w\sqrt{\varepsilon_i\varepsilon_j}$ with a common factor $w > 0$ and $\varepsilon_i \ge 0$, and write $s_i = \sqrt{\varepsilon_i}$. Then

$$\Delta E = \frac{zw}{4}\sum_{i,j} x_i x_j (s_i - s_j)^2 \ge 0,$$

with equality exactly when $\varepsilon_i = \varepsilon_j$ for all $i, j$ with $x_i > 0$ and $x_j > 0$.

## Where a code meets it

For Lennard-Jones pairs with one size parameter and neighbours at the pair minimum, $w = 1$. On a lattice where every site has $z$ neighbours and none is its own periodic image, the ensemble average per site of a nearest-neighbour energy routine over independently drawn site occupations, minus $E_{\rm pure}$ computed by the same routine, must reproduce the closed form. When the depths of the present species differ, this detects a missing factor $1/2$ in the bond count; at each composition it tests one weighted sum of the entries of the mixing table. The sum runs over ordered pairs; a loop over $i < j$ needs the prefactor $zw/2$. In floating point the sum of squares stays nonnegative term by term, whereas the single-loop form in step 4 is a difference of two nearly equal sums when the depths are close and can round to a negative value.

## Derivation

1. Since $\sum_j x_j = 1$, we have $\sum_{i,j} x_i x_j V_{ii} = \sum_i x_i V_{ii}$, and exchanging the summations gives the same value for $\sum_{i,j} x_i x_j V_{jj}$. So $E_{\rm pure} = \frac z4\sum_{i,j} x_i x_j (V_{ii} + V_{jj})$ and, for any table $V$,
$$\Delta E = \frac z4\sum_{i,j} x_i x_j\,(2V_{ij} - V_{ii} - V_{jj}).$$
2. For $\varepsilon \ge 0$, $V_{ij} = -w s_i s_j$, hence $2V_{ij} - V_{ii} - V_{jj} = w(s_i^2 - 2s_is_j + s_j^2) = w(s_i - s_j)^2$. Inserting this in step 1 gives the identity.
3. Every term $x_i x_j (s_i - s_j)^2$ is nonnegative and $zw/4 > 0$, so $\Delta E \ge 0$. If $\Delta E = 0$, each term vanishes; for $x_i, x_j > 0$ this forces $s_i = s_j$, so $\varepsilon_i = \varepsilon_j$. Conversely, if the present species share one depth, each term has $x_i = 0$, $x_j = 0$ or $s_i = s_j$.
4. Factorising directly, $E_{\rm rand} = -\frac{zw}{2}(\sum_i x_i s_i)^2$ and $E_{\rm pure} = -\frac{zw}{2}\sum_i x_i\varepsilon_i$, so $\Delta E = \frac{zw}{2}\left[\sum_i x_i\varepsilon_i - (\sum_i x_i s_i)^2\right]$. For genuine fractions the bracket is the variance of $s$.
5. For two species with depths $a, b$ and fractions $c, 1-c$, the two unlike terms are equal, so $\Delta E = \Omega\,c(1-c)$ with $\Omega = \frac{zw}{2}(\sqrt a - \sqrt b)^2$.
6. Let both like bonds be $-we$ with depth $e > 0$, and the unlike bond $-kwe$ with a factor $k > 1$. Using $c^2 + (1-c)^2 = 1 - 2c(1-c)$, one finds $\Delta E = -zwe(k-1)\,c(1-c)$, negative for $0 < c < 1$.

## The Lean file

```lean
import Mathlib

open Finset

namespace BerthelotMixing

noncomputable section

variable {ι : Type*} [Fintype ι]

/-- Energy per site of a random alloy with coordination `z`, bond energies `V i j` and
fractions `x i`: `z/2` bonds per site, whose ends are occupied independently. -/
def randomEnergy (z : ℝ) (V : ι → ι → ℝ) (x : ι → ℝ) : ℝ :=
  z / 2 * ∑ i, ∑ j, x i * x j * V i j

/-- Energy per site of the unmixed pure phases: species `i` has energy `(z/2) V i i` per site
and is weighted by its fraction. -/
def pureEnergy (z : ℝ) (V : ι → ι → ℝ) (x : ι → ℝ) : ℝ :=
  ∑ i, x i * (z / 2 * V i i)

/-- Random mixing energy per site: random alloy minus unmixed pure phases. -/
def mixingEnergy (z : ℝ) (V : ι → ι → ℝ) (x : ι → ℝ) : ℝ :=
  randomEnergy z V x - pureEnergy z V x

/-- Bond energies from the geometric-mean (Berthelot) rule, `V i j = -w √(ε i ε j)`. -/
def berthelot {ι : Type*} (w : ℝ) (ε : ι → ℝ) (i j : ι) : ℝ :=
  -w * Real.sqrt (ε i * ε j)

/-- For any bond energies and fractions summing to one, the mixing energy is
`(z/4) ∑ x_i x_j (2 V_ij - V_ii - V_jj)`. -/
theorem mixingEnergy_eq_exchange (z : ℝ) (V : ι → ι → ℝ) (x : ι → ℝ)
    (hx : ∑ i, x i = 1) :
    mixingEnergy z V x = z / 4 * ∑ i, ∑ j, x i * x j * (2 * V i j - V i i - V j j) := by
  -- the normalisation turns each like-bond double sum into a single sum
  have h1 : ∑ i, ∑ j, x i * x j * V i i = ∑ i, x i * V i i := by
    refine Finset.sum_congr rfl fun i _ => ?_
    calc ∑ j, x i * x j * V i i = (x i * V i i) * ∑ j, x j := by
          rw [Finset.mul_sum]
          exact Finset.sum_congr rfl fun j _ => by ring
      _ = x i * V i i := by rw [hx, mul_one]
  have h2 : ∑ i, ∑ j, x i * x j * V j j = ∑ i, x i * V i i := by
    rw [Finset.sum_comm, ← h1]
    exact Finset.sum_congr rfl fun i _ => Finset.sum_congr rfl fun j _ => by ring
  have h3 : ∑ i, ∑ j, x i * x j * (2 * V i j - V i i - V j j)
      = 2 * (∑ i, ∑ j, x i * x j * V i j) - (∑ i, ∑ j, x i * x j * V i i)
        - ∑ i, ∑ j, x i * x j * V j j := by
    rw [Finset.mul_sum, ← Finset.sum_sub_distrib, ← Finset.sum_sub_distrib]
    refine Finset.sum_congr rfl fun i _ => ?_
    rw [Finset.mul_sum, ← Finset.sum_sub_distrib, ← Finset.sum_sub_distrib]
    exact Finset.sum_congr rfl fun j _ => by ring
  have h4 : pureEnergy z V x = z / 2 * ∑ i, x i * V i i := by
    rw [pureEnergy, Finset.mul_sum]
    exact Finset.sum_congr rfl fun i _ => by ring
  rw [mixingEnergy, randomEnergy, h4, h3, h1, h2]
  ring

/-- For Berthelot bonds with `ε ≥ 0` the exchange energy of a pair is `w` times a square:
`2 V_ij - V_ii - V_jj = w (√ε_i - √ε_j)²`. -/
theorem berthelot_exchange {ι : Type*} (w : ℝ) (ε : ι → ℝ) (hε : ∀ i, 0 ≤ ε i) (i j : ι) :
    2 * berthelot w ε i j - berthelot w ε i i - berthelot w ε j j
      = w * (Real.sqrt (ε i) - Real.sqrt (ε j)) ^ 2 := by
  unfold berthelot
  rw [Real.sqrt_mul (hε i) (ε j), Real.sqrt_mul (hε i) (ε i), Real.sqrt_mul (hε j) (ε j)]
  ring

/-- For Berthelot bonds with `ε ≥ 0` and fractions summing to one, the mixing energy per site is
`(z w/4) ∑ x_i x_j (√ε_i - √ε_j)²`. -/
theorem mixingEnergy_berthelot (z w : ℝ) (ε x : ι → ℝ) (hε : ∀ i, 0 ≤ ε i)
    (hx : ∑ i, x i = 1) :
    mixingEnergy z (berthelot w ε) x
      = z * w / 4 * ∑ i, ∑ j, x i * x j * (Real.sqrt (ε i) - Real.sqrt (ε j)) ^ 2 := by
  have h : ∑ i, ∑ j, x i * x j *
        (2 * berthelot w ε i j - berthelot w ε i i - berthelot w ε j j)
      = w * ∑ i, ∑ j, x i * x j * (Real.sqrt (ε i) - Real.sqrt (ε j)) ^ 2 := by
    rw [Finset.mul_sum]
    refine Finset.sum_congr rfl fun i _ => ?_
    rw [Finset.mul_sum]
    refine Finset.sum_congr rfl fun j _ => ?_
    rw [berthelot_exchange w ε hε]
    ring
  rw [mixingEnergy_eq_exchange z _ x hx, h]
  ring

/-- For Berthelot bonds with `ε ≥ 0` the mixing energy per site is `z w/2` times the difference of the
`x`-weighted mean of `ε` and the squared `x`-weighted mean of `√ε`. -/
theorem mixingEnergy_berthelot_variance (z w : ℝ) (ε x : ι → ℝ) (hε : ∀ i, 0 ≤ ε i) :
    mixingEnergy z (berthelot w ε) x
      = z * w / 2 * (∑ i, x i * ε i - (∑ i, x i * Real.sqrt (ε i)) ^ 2) := by
  -- the geometric-mean bond factorises, so the random double sum is `-w` times a square
  have h1 : ∑ i, ∑ j, x i * x j * berthelot w ε i j
      = -w * (∑ i, x i * Real.sqrt (ε i)) ^ 2 := by
    rw [sq, Finset.sum_mul_sum, Finset.mul_sum]
    refine Finset.sum_congr rfl fun i _ => ?_
    rw [Finset.mul_sum]
    refine Finset.sum_congr rfl fun j _ => ?_
    rw [berthelot, Real.sqrt_mul (hε i)]
    ring
  have h2 : pureEnergy z (berthelot w ε) x = -(z * w / 2) * ∑ i, x i * ε i := by
    rw [pureEnergy, Finset.mul_sum]
    refine Finset.sum_congr rfl fun i _ => ?_
    rw [berthelot, Real.sqrt_mul_self (hε i)]
    ring
  rw [mixingEnergy, randomEnergy, h1, h2]
  ring

/-- For a random alloy with Berthelot bonds, `ε ≥ 0`, `z, w > 0` and fractions `x_i ≥ 0` summing to one,
the mixing energy per site equals `(z w/4) ∑ x_i x_j (√ε_i - √ε_j)²`, is nonnegative, and
vanishes exactly when all species with `x_i > 0` have the same `ε`. -/
theorem berthelot_mixing (z w : ℝ) (hz : 0 < z) (hw : 0 < w) (ε x : ι → ℝ)
    (hε : ∀ i, 0 ≤ ε i) (hx0 : ∀ i, 0 ≤ x i) (hx : ∑ i, x i = 1) :
    mixingEnergy z (berthelot w ε) x
        = z * w / 4 * ∑ i, ∑ j, x i * x j * (Real.sqrt (ε i) - Real.sqrt (ε j)) ^ 2 ∧
      0 ≤ mixingEnergy z (berthelot w ε) x ∧
      (mixingEnergy z (berthelot w ε) x = 0 ↔ ∀ i j, 0 < x i → 0 < x j → ε i = ε j) := by
  have hf := mixingEnergy_berthelot z w ε x hε hx
  have hc : 0 < z * w / 4 := by positivity
  have hT : ∀ i j, 0 ≤ x i * x j * (Real.sqrt (ε i) - Real.sqrt (ε j)) ^ 2 := fun i j =>
    mul_nonneg (mul_nonneg (hx0 i) (hx0 j)) (sq_nonneg _)
  have hrow : ∀ i, 0 ≤ ∑ j, x i * x j * (Real.sqrt (ε i) - Real.sqrt (ε j)) ^ 2 := fun i =>
    Finset.sum_nonneg fun j _ => hT i j
  refine ⟨hf, ?_, ?_⟩
  · rw [hf]
    exact mul_nonneg hc.le (Finset.sum_nonneg fun i _ => hrow i)
  · rw [hf]
    constructor
    · -- a vanishing sum of nonnegative pair terms forces each term to vanish
      intro h i j hi hj
      have hS := (mul_eq_zero.1 h).resolve_left hc.ne'
      have h1 := (Finset.sum_eq_zero_iff_of_nonneg (fun i _ => hrow i)).1 hS i (mem_univ i)
      have h2 := (Finset.sum_eq_zero_iff_of_nonneg (fun j _ => hT i j)).1 h1 j (mem_univ j)
      have h3 := (mul_eq_zero.1 h2).resolve_left (mul_pos hi hj).ne'
      have h4 : Real.sqrt (ε i) = Real.sqrt (ε j) :=
        sub_eq_zero.1 ((pow_eq_zero_iff two_ne_zero).1 h3)
      exact (Real.sqrt_inj (hε i) (hε j)).1 h4
    · -- each pair term has an absent species or equal well depths
      intro h
      refine mul_eq_zero_of_right _ (Finset.sum_eq_zero fun i _ =>
        Finset.sum_eq_zero fun j _ => ?_)
      rcases (hx0 i).eq_or_lt with hi | hi
      · rw [← hi, zero_mul, zero_mul]
      rcases (hx0 j).eq_or_lt with hj | hj
      · rw [← hj, mul_zero, zero_mul]
      rw [h i j hi hj]
      ring

/-- For a binary alloy with fractions `c`, `1 - c` and Berthelot bonds of depths `a, b ≥ 0` the mixing energy has the
regular-solution form `Ω c (1 - c)` with `Ω = (z w/2)(√a - √b)²`. -/
theorem binary_regular_solution (z w a b c : ℝ) (ha : 0 ≤ a) (hb : 0 ≤ b) :
    mixingEnergy z (berthelot w ![a, b]) ![c, 1 - c]
      = z * w / 2 * (Real.sqrt a - Real.sqrt b) ^ 2 * (c * (1 - c)) := by
  have hε : ∀ i, 0 ≤ (![a, b] : Fin 2 → ℝ) i := by
    intro i
    fin_cases i
    · exact ha
    · exact hb
  have hx : ∑ i, (![c, 1 - c] : Fin 2 → ℝ) i = 1 := by
    simp [Fin.sum_univ_two]
  rw [mixingEnergy_berthelot z w _ _ hε hx]
  simp only [Fin.sum_univ_two, Matrix.cons_val_zero, Matrix.cons_val_one,
    Matrix.cons_val_fin_one]
  ring

/-- In a binary alloy with `z, w, e > 0`, both like bonds equal to `-w e` and the unlike bond `-k w e` with
`k > 1`, the mixing energy is negative at every composition `0 < c < 1`. -/
theorem binary_enhanced_unlike_bond (z w e k c : ℝ) (hz : 0 < z) (hw : 0 < w) (he : 0 < e)
    (hk : 1 < k) (hc0 : 0 < c) (hc1 : c < 1) :
    mixingEnergy z ![![-w * e, -k * w * e], ![-k * w * e, -w * e]] ![c, 1 - c] < 0 := by
  have h : mixingEnergy z ![![-w * e, -k * w * e], ![-k * w * e, -w * e]] ![c, 1 - c]
      = -(z * w * e * (k - 1) * (c * (1 - c))) := by
    simp only [mixingEnergy, randomEnergy, pureEnergy, Fin.sum_univ_two,
      Matrix.cons_val_zero, Matrix.cons_val_one, Matrix.cons_val_fin_one]
    ring
  have hk' : 0 < k - 1 := sub_pos.2 hk
  have hc' : 0 < 1 - c := sub_pos.2 hc1
  rw [h, neg_lt_zero]
  positivity

end

end BerthelotMixing
```

```lean
#print axioms BerthelotMixing.mixingEnergy_berthelot_variance
#print axioms BerthelotMixing.berthelot_mixing
#print axioms BerthelotMixing.binary_regular_solution
#print axioms BerthelotMixing.binary_enhanced_unlike_bond
```

```
'BerthelotMixing.mixingEnergy_berthelot_variance' depends on axioms: [propext, Classical.choice, Quot.sound]
'BerthelotMixing.berthelot_mixing' depends on axioms: [propext, Classical.choice, Quot.sound]
'BerthelotMixing.binary_regular_solution' depends on axioms: [propext, Classical.choice, Quot.sound]
'BerthelotMixing.binary_enhanced_unlike_bond' depends on axioms: [propext, Classical.choice, Quot.sound]
```

## Reading the statements and proofs

Species form a finite type `ι`, and `x` and `ε` are real functions on it. `randomEnergy`, `pureEnergy`, `mixingEnergy` and `berthelot` are the four definitions above; `z` is any real number and `V` need not be symmetric. The main theorem `berthelot_mixing` assumes `hz`, `hw`, `hε`, `hx0`, `hx` and concludes the formula, the sign and the zero criterion. Depths may be zero. With a single species, $\Delta E = 0$ and the criterion holds trivially.

`mixingEnergy_eq_exchange` is step 1: `h1` and `h2` collapse the like-bond sums, the second through `Finset.sum_comm`. `berthelot_exchange` is step 2, by `Real.sqrt_mul` and `ring`, and `mixingEnergy_berthelot` combines the two without sign conditions on `x`, `z` or `w`. In `berthelot_mixing`, `Finset.sum_eq_zero_iff_of_nonneg` is applied first to rows and then within a row, `Real.sqrt_inj` passes from $s$ to $\varepsilon$, and the converse splits on $x_i = 0$ and $x_j = 0$. `mixingEnergy_berthelot_variance` is step 4 and needs only `hε`, not even normalisation. In `binary_regular_solution` species 0 has depth `a` and fraction `c`, which may be any real number. `binary_enhanced_unlike_bond` states the strict inequality of step 6; the closed form is the intermediate `h`.

## Scope

Independent occupation is built into `randomEnergy` by definition and not derived from a lattice or an ensemble. Short-range order, relaxation, further neighbour shells, many-body terms and entropy are absent, so the sign of $\Delta E$ alone does not decide miscibility. One `w` serves all pairs and all phases, which excludes size mismatch: the averaging of size parameters in Lorentz–Berthelot mixing would make the factor depend on the pair. Step 6 shows that the sign can reverse once the unlike bond departs from the geometric mean.

An alternative model places $N x_i$ atoms of each species on a finite lattice of $N \ge 2$ sites and averages over shuffles at fixed composition. A bond joining two distinct sites then has ends $i, j$ with probability $(N x_i x_j - \delta_{ij} x_i)/(N-1)$, where $\delta_{ij}$ is the Kronecker symbol, and the mean mixing energy becomes $\frac{N}{N-1}\Delta E$, with the same sign and zero set. This factor, like the remarks on floating point and on Lennard-Jones parameters, rests on ordinary reasoning and is no theorem of the file.
